# With nonnegative couplings, more donor doping never lowers the discrete Poisson–Boltzmann potential

On finitely many nodes with couplings $w_{ij}\ge 0$, let $u$ and $v$ solve

$$\sum_j w_{ij}(u_i-u_j)+2\sinh u_i=d_i$$

with dopings $d$ and $e$ respectively. If $d_i\le e_i$ at every node, then $u_i\le v_i$ at every node. Whether or not the dopings are ordered,

$$\|u-v\|\le 2\,\mathrm{arsinh}\frac{\|d-e\|}{4}\le\frac{\|d-e\|}{2},$$

where $\|\cdot\|$ is the largest absolute value over the nodes. For device simulation, this bounds how far a doping change can move the potential in a finite equilibrium model with Boltzmann carriers and no node held at a contact voltage.

## Both potentials solve the equilibrium equation

Potentials are in thermal voltages, with zero where the electron and hole densities are equal. Densities are in units of the intrinsic density, so $2\sinh u_i$ is electrons minus holes and $d_i$ is ionised donors minus acceptors. The couplings absorb permittivity and mesh geometry, and need not be symmetric. No node is held at a contact voltage.

```lean
import Mathlib

open Real

namespace DopingResponse

noncomputable section

variable {ι : Type*} [Fintype ι] {w : ι → ι → ℝ} {u v d e : ι → ℝ}
```

In Lean, `ι` is the set of nodes and `doping w u` is the left side of the equation.

```lean
/-- The left side of the discrete Poisson-Boltzmann equation: the doping that sustains the
potential `u`, with couplings `w` between nodes and net carrier density `2 sinh u`.
Potentials are in units of the thermal voltage, densities in units of the intrinsic density. -/
def doping (w : ι → ι → ℝ) (u : ι → ℝ) (i : ι) : ℝ :=
  ∑ j, w i j * (u i - u j) + 2 * sinh (u i)
```

The hypotheses `hu : doping w u = d` and `hv : doping w v = e` say that $u$ and $v$ are solutions; existence is assumed. If a Newton iterate $\tilde u$ misses the equation for $d$ by a residual $r$, it solves the equation for $d+r$ exactly. The bound then puts it within $\|r\|/2$ of the discrete solution: a residual of $10^{-6}$ means an error of at most $5\cdot10^{-7}$ thermal voltages.

The carrier law enters through one inequality. For $y\le x$,

$$\sinh x-\sinh y=2\cosh\tfrac{x+y}{2}\,\sinh\tfrac{x-y}{2}\ge 2\sinh\tfrac{x-y}{2},$$

because $\cosh\ge1$ and the last factor is nonnegative. The proof expands both terms by the addition formulas, and `nlinarith` uses the product of these two facts.

```lean
/-- Raising the potential from `y` to `x` raises `sinh` by at least `2 sinh ((x - y) / 2)`. -/
theorem two_sinh_half_le {x y : ℝ} (h : y ≤ x) :
    2 * sinh ((x - y) / 2) ≤ sinh x - sinh y := by
  have hx : sinh x = sinh ((x + y) / 2 + (x - y) / 2) := by congr 1; ring
  have hy : sinh y = sinh ((x + y) / 2 - (x - y) / 2) := by congr 1; ring
  rw [Real.sinh_add] at hx
  rw [Real.sinh_sub] at hy
  have hs : 0 ≤ sinh ((x - y) / 2) := Real.sinh_nonneg_iff.2 (by linarith)
  have hc : 1 ≤ cosh ((x + y) / 2) := Real.one_le_cosh _
  nlinarith [mul_nonneg (sub_nonneg.2 hc) hs]
```

## Nonnegative couplings on finitely many nodes

Physically, `hw` says that a node's coupling term never falls when its potential rises relative to every other node's. Suppose the doping for $u$ exceeds that for $v$ by at most $D\ge0$ everywhere. Finiteness supplies a node $k$ where $u-v$ is largest. For every $j$, $u_k-u_j\ge v_k-v_j$; multiplying by $w_{kj}\ge0$ and summing shows that the coupling term of $u$ at $k$ is at least that of $v$. Hence

$$2(\sinh u_k-\sinh v_k)\le D.$$

If $u_k\le v_k$, then $u-v\le0$ everywhere and the bound below is immediate. Otherwise the carrier inequality gives $4\sinh\frac{u_k-v_k}{2}\le D$, so at every node

$$u_i-v_i\le u_k-v_k\le2\,\mathrm{arsinh}(D/4).$$

In the proof, `Finset.exists_max_image` finds $k$, `hflow` compares the coupling terms and `rcases` separates the two cases.

```lean
/-- With nonnegative couplings, if the doping for `u` exceeds that for `v` by at most `D ≥ 0`
at every node, then `u` exceeds `v` by at most `2 arsinh (D / 4)` at every node. -/
theorem potential_excess_le (hw : ∀ i j, 0 ≤ w i j) {D : ℝ} (hD : 0 ≤ D)
    (h : ∀ i, doping w u i ≤ doping w v i + D) (i : ι) :
    u i - v i ≤ 2 * arsinh (D / 4) := by
  -- go to the node where the potential difference is largest
  obtain ⟨k, -, hk⟩ := Finset.exists_max_image Finset.univ (fun j => u j - v j)
    ⟨i, Finset.mem_univ i⟩
  have hmax : ∀ j, u j - v j ≤ u k - v k := fun j => hk j (Finset.mem_univ j)
  -- there the coupling term of `u` is at least that of `v`
  have hflow : ∑ j, w k j * (v k - v j) ≤ ∑ j, w k j * (u k - u j) :=
    Finset.sum_le_sum fun j _ =>
      mul_le_mul_of_nonneg_left (by linarith [hmax j]) (hw k j)
  have hdk := h k
  unfold doping at hdk
  have hi := hmax i
  rcases le_total (u k) (v k) with hle | hle
  · have h0 : 0 ≤ arsinh (D / 4) := Real.arsinh_nonneg_iff.2 (by linarith)
    linarith
  · -- so the carrier term of `u` at `k` exceeds that of `v` by at most `D`
    have hgap := two_sinh_half_le hle
    have h4 : sinh ((u k - v k) / 2) ≤ D / 4 := by linarith
    have h5 : (u k - v k) / 2 ≤ arsinh (D / 4) := by
      rw [← Real.sinh_le_sinh, Real.sinh_arsinh]
      exact h4
    linarith
```

With couplings of arbitrary sign the results fail, even for symmetric $w$. Take two nodes with $w_{12}=w_{21}=-\sinh 1$. Both $(0,0)$ and $(1,-1)$ solve the equation with zero doping, which contradicts comparison, uniqueness and both response bounds.

The condition $D\ge0$ also matters. On one node, $v=2$, $u=0$ and $D=-2\sinh2$ give $u-v=-2$, above the would-be bound of about $-2.71$.

## One doping dominates the other at every node

The hypothesis `d ≤ e` is componentwise: no node loses net donors. Setting $D=0$ gives $u\le v$.

```lean
/-- Comparison principle: with nonnegative couplings, if the doping `e` is at least `d` at
every node, then the potential for `e` is at least the potential for `d` at every node. -/
theorem potential_mono (hw : ∀ i j, 0 ≤ w i j) (hu : doping w u = d)
    (hv : doping w v = e) (hde : d ≤ e) : u ≤ v := by
  intro i
  have h := potential_excess_le (u := u) (v := v) hw le_rfl
    (fun j => by rw [hu, hv, add_zero]; exact hde j) i
  rw [zero_div, Real.arsinh_zero] at h
  linarith
```

Ordering at a single node does not fix the order of the potentials there. With two nodes, $w_{12}=w_{21}=1$ and $v=(0,0)$, the potential $u=(1,4)$ has $d_1=2\sinh1-3<0=e_1$, yet $u_1>v_1$.

Equal dopings are ordered both ways, so their potentials coincide.

```lean
/-- With nonnegative couplings, a doping profile determines the potential: two solutions for
the same doping coincide. -/
theorem potential_unique (hw : ∀ i j, 0 ≤ w i j) (hu : doping w u = d)
    (hv : doping w v = d) : u = v :=
  le_antisymm (potential_mono hw hu hv le_rfl) (potential_mono hw hv hu le_rfl)
```

## Only the size of the doping change is known

Without an ordering, take $D=\|d-e\|$ and apply the excess bound to $u-v$ and to $v-u$. Together they bound $|u_i-v_i|$ at every node.

```lean
/-- With nonnegative couplings, a doping change of largest size `‖d - e‖` over the nodes
changes the potential by at most `2 arsinh (‖d - e‖ / 4)` at any node. -/
theorem potential_response_arsinh (hw : ∀ i j, 0 ≤ w i j) (hu : doping w u = d)
    (hv : doping w v = e) : ‖u - v‖ ≤ 2 * arsinh (‖d - e‖ / 4) := by
  have hD : 0 ≤ ‖d - e‖ := norm_nonneg _
  have h0 : 0 ≤ arsinh (‖d - e‖ / 4) := Real.arsinh_nonneg_iff.2 (by linarith)
  have hd : ∀ i, |d i - e i| ≤ ‖d - e‖ := fun i => norm_le_pi_norm (d - e) i
  refine (pi_norm_le_iff_of_nonneg (by linarith)).2 fun i => ?_
  -- bound the potential difference from both sides
  have h1 := potential_excess_le (u := u) (v := v) hw hD
    (fun j => by rw [hu, hv]; linarith [(abs_le.1 (hd j)).2]) i
  have h2 := potential_excess_le (u := v) (v := u) hw hD
    (fun j => by rw [hu, hv]; linarith [(abs_le.1 (hd j)).1]) i
  rw [Pi.sub_apply, Real.norm_eq_abs, abs_le]
  constructor <;> linarith
```

For the linear bound, put $s=\mathrm{arsinh}\,x$ with $x\ge0$. Then $s\le\sinh s=x$; use $x=\|d-e\|/4$.

```lean
/-- Doping response of the potential: with nonnegative couplings, the largest change of the
potential over the nodes is at most half the largest change of the doping. -/
theorem potential_response (hw : ∀ i j, 0 ≤ w i j) (hu : doping w u = d)
    (hv : doping w v = e) : ‖u - v‖ ≤ ‖d - e‖ / 2 := by
  have h := potential_response_arsinh hw hu hv
  have hD : 0 ≤ ‖d - e‖ := norm_nonneg _
  have h0 : 0 ≤ arsinh (‖d - e‖ / 4) := Real.arsinh_nonneg_iff.2 (by linarith)
  -- `arsinh x ≤ x` for `x ≥ 0`
  have h1 := Real.self_le_sinh_iff.2 h0
  rw [Real.sinh_arsinh] at h1
  linarith
```

For a doping change of $10^6$ intrinsic densities, the nonlinear bound is about 26 thermal voltages, the linear one $5\cdot10^5$.

## The doping is uniform or lies in a known range

For a uniform potential the coupling term vanishes.

```lean
/-- A uniform potential `c` is sustained by the uniform doping `2 sinh c`. -/
theorem doping_uniform (w : ι → ι → ℝ) (c : ℝ) :
    doping w (fun _ => c) = fun _ => 2 * sinh c := by
  funext i
  simp [doping]
```

The uniform potentials $t$ and $-t$, with $t\ge0$, therefore differ by $2t$ and their dopings by $4\sinh t$, which gives equality in the nonlinear bound.

```lean
/-- The `arsinh` bound is attained, for any couplings on at least one node, by the uniform
potentials `t` and `-t` with `t ≥ 0`. -/
theorem potential_response_attained [Nonempty ι] (w : ι → ι → ℝ) {t : ℝ} (ht : 0 ≤ t) :
    ‖(fun _ : ι => t) - (fun _ : ι => -t)‖ =
      2 * arsinh (‖doping w (fun _ => t) - doping w (fun _ => -t)‖ / 4) := by
  have h1 : (fun _ : ι => t) - (fun _ : ι => -t) = fun _ => 2 * t := by
    funext i
    simp only [Pi.sub_apply]
    ring
  have h2 : doping w (fun _ => t) - doping w (fun _ => -t) = fun _ => 4 * sinh t := by
    rw [doping_uniform, doping_uniform]
    funext i
    simp only [Pi.sub_apply, Real.sinh_neg]
    ring
  have hs : 0 ≤ sinh t := Real.sinh_nonneg_iff.2 ht
  have n1 : ‖(fun _ : ι => 2 * t)‖ = 2 * t := by
    rw [pi_norm_const, Real.norm_of_nonneg (by linarith)]
  have n2 : ‖(fun _ : ι => 4 * sinh t)‖ = 4 * sinh t := by
    rw [pi_norm_const, Real.norm_of_nonneg (by linarith)]
  rw [h1, h2, n1, n2, show 4 * sinh t / 4 = sinh t by ring, Real.arsinh_sinh]
```

If $a\le d_i\le b$ everywhere, comparison with samples uniformly doped at $a$ and $b$ confines $u_i$ between their neutral values, $\mathrm{arsinh}(a/2)$ and $\mathrm{arsinh}(b/2)$. In a calculation, these give an interval for the initial guess.

```lean
/-- With nonnegative couplings, if the doping lies between `a` and `b` at every node, the
potential lies between the neutral bulk values `arsinh (a / 2)` and `arsinh (b / 2)`. -/
theorem potential_between_bulk_values (hw : ∀ i j, 0 ≤ w i j) (hu : doping w u = d)
    {a b : ℝ} (ha : ∀ i, a ≤ d i) (hb : ∀ i, d i ≤ b) (i : ι) :
    arsinh (a / 2) ≤ u i ∧ u i ≤ arsinh (b / 2) := by
  -- uniformly doped samples serve as lower and upper comparison solutions
  have hc : ∀ c : ℝ, doping w (fun _ => arsinh (c / 2)) = fun _ => c := by
    intro c
    rw [doping_uniform, Real.sinh_arsinh]
    funext _
    ring
  exact ⟨potential_mono hw (hc a) hu ha i, potential_mono hw hu (hc b) hb i⟩

end

end DopingResponse
```

```lean
#print axioms DopingResponse.potential_unique
#print axioms DopingResponse.potential_response
#print axioms DopingResponse.potential_response_attained
#print axioms DopingResponse.potential_between_bulk_values
```

```
'DopingResponse.potential_unique' depends on axioms: [propext, Classical.choice, Quot.sound]
'DopingResponse.potential_response' depends on axioms: [propext, Classical.choice, Quot.sound]
'DopingResponse.potential_response_attained' depends on axioms: [propext, Classical.choice, Quot.sound]
'DopingResponse.potential_between_bulk_values' depends on axioms: [propext, Classical.choice, Quot.sound]
```
